# The Berry curvatures of all bands sum to zero for a finite, non-degenerate Hamiltonian

## Band states, energies and the two perturbations

Let V be a complex inner product space with an orthonormal basis u_n, where n runs over a finite index set `ι` of bands. The inner product ⟨v, w⟩ is conjugate-linear in v and linear in w. The Hamiltonian H is Hermitian and satisfies

H u_n = E_n u_n,

with real energies E_n, no two of them equal. Two further Hermitian operators, A and B, stand for the derivatives of a Bloch Hamiltonian H(k) along two momentum directions at one fixed k. Here H(k) acts on the same space V for every k, as a matrix in a basis independent of k. No k-dependence or differentiation appears in the formal development: A and B are given operators.

```lean
import Mathlib

open Finset
open scoped InnerProductSpace ComplexConjugate

namespace BerryCurvatureSumRule

noncomputable section

variable {ι V : Type*} [Fintype ι] [DecidableEq ι]
  [NormedAddCommGroup V] [InnerProductSpace ℂ V]
```

## First-order change of a band state

When H is perturbed to H + λA, the band state changes to u_n + λx and its energy to E_n + λ⟨u_n, A u_n⟩, to first order in λ. Collecting the first-order terms of the eigenvalue equation gives the Sternheimer equation

H x + A u_n = E_n x + ⟨u_n, A u_n⟩ u_n.

This leaves the component of x along u_n free. The parallel gauge fixes it by ⟨u_n, x⟩ = 0. The predicate `IsBandResponse` records these two conditions, and neither contains an energy denominator.

```lean
/-- The first-order change `x` of band state `u n` when the Hamiltonian `H` is perturbed by `A`:
it solves the Sternheimer equation and is orthogonal to `u n` (parallel gauge). -/
structure IsBandResponse (H A : V →ₗ[ℂ] V) (u : ι → V) (E : ι → ℝ) (n : ι) (x : V) : Prop where
  parallel : ⟪u n, x⟫_ℂ = 0
  sternheimer : H x + A (u n) = (E n : ℂ) • x + ⟪u n, A (u n)⟫_ℂ • u n
```

With x the response to A and y the response to B, the Berry curvature of the band in the plane of the two directions, in the sign convention where the Berry connection is i⟨u_n, ∂u_n⟩, is

Ω_n = −2 Im⟨x, y⟩.

```lean
/-- The Berry curvature `-2 Im ⟨x, y⟩` built from the changes `x`, `y` of a band state along
two directions. -/
def geometricCurvature (x y : V) : ℝ := -2 * (⟪x, y⟫_ℂ).im
```

## The curvature as a sum over other bands

The Kubo formula expresses the same quantity through matrix elements. Band m contributes to band n the amount

Ω_nm = −2 Im(⟨u_n, A u_m⟩⟨u_m, B u_n⟩) / (E_n − E_m)².

```lean
/-- The contribution of virtual transitions to band `m` to the Berry curvature of band `n`. -/
def pairCurvature (A B : V →ₗ[ℂ] V) (u : ι → V) (E : ι → ℝ) (n m : ι) : ℝ :=
  -2 * (⟪u n, A (u m)⟫_ℂ * ⟪u m, B (u n)⟫_ℂ).im / (E n - E m) ^ 2
```

The curvature of band n is then the sum of Ω_nm over m ≠ n. In Lean, `univ.erase n` is the set of all bands except n.

```lean
/-- The Kubo formula for the Berry curvature of band `n`: a sum over all other bands. -/
def kuboCurvature (A B : V →ₗ[ℂ] V) (u : ι → V) (E : ι → ℝ) (n : ι) : ℝ :=
  ∑ m ∈ univ.erase n, pairCurvature A B u E n m
```

The perturbation sum for the changed state is

x_n = Σ_{m≠n} ⟨u_m, A u_n⟩ / (E_n − E_m) · u_m.

```lean
/-- The perturbation sum for the first-order change of band state `u n`. -/
def firstOrderState (A : V →ₗ[ℂ] V) (u : ι → V) (E : ι → ℝ) (n : ι) : V :=
  ∑ m ∈ univ.erase n, (⟪u m, A (u n)⟫_ℂ / ((E n : ℂ) - E m)) • u m
```

## Exchanging two bands reverses the sign

For a Hermitian operator T, which Lean calls `IsSymmetric`, ⟨w, T v⟩ is the complex conjugate of ⟨v, T w⟩.

```lean
/-- Exchanging the two states in a matrix element of a Hermitian operator conjugates it. -/
theorem hermitian_element {T : V →ₗ[ℂ] V} (hT : T.IsSymmetric) (v w : V) :
    ⟪w, T v⟫_ℂ = conj ⟪v, T w⟫_ℂ := by
  rw [inner_conj_symm]
  exact (hT w v).symm
```

Apply this to both factors in Ω_mn:

⟨u_m, A u_n⟩⟨u_n, B u_m⟩ = conj(⟨u_n, A u_m⟩⟨u_m, B u_n⟩).

The imaginary part changes sign and the squared energy difference does not, so Ω_mn = −Ω_nm. The proof makes these two replacements and leaves the remaining algebra to `ring`.

```lean
omit [Fintype ι] [DecidableEq ι] in
/-- Two bands give each other opposite contributions to the Berry curvature. -/
theorem pairCurvature_antisymm {A B : V →ₗ[ℂ] V} (hA : A.IsSymmetric) (hB : B.IsSymmetric)
    (u : ι → V) (E : ι → ℝ) (n m : ι) :
    pairCurvature A B u E m n = -pairCurvature A B u E n m := by
  unfold pairCurvature
  rw [hermitian_element hA (u n) (u m), hermitian_element hB (u m) (u n), ← map_mul,
    Complex.conj_im, show (E m - E n) ^ 2 = (E n - E m) ^ 2 by ring]
  ring
```

Now let S be any set of bands and f any real function of two bands with f(m, n) = −f(n, m). Setting m = n gives f(n, n) = 0, so the excluded diagonal term can be restored. The sum over m then splits into a part inside S and a part outside. Call the inside part D. Renaming the indices and using antisymmetry,

D = Σ_{n∈S} Σ_{m∈S} f(n, m) = Σ_{n∈S} Σ_{m∈S} f(m, n) = −D,

so D = 0. Only pairs with n in S and m outside S survive. In the code, `h1` is the split, `h2` is D = −D, and `Sᶜ` is the complement of S.

```lean
/-- For antisymmetric pair contributions, the total over a set of bands keeps only the pairs
with one band inside the set and one outside. -/
theorem sum_antisymm (f : ι → ι → ℝ) (hf : ∀ n m, f m n = -f n m) (S : Finset ι) :
    ∑ n ∈ S, ∑ m ∈ univ.erase n, f n m = ∑ n ∈ S, ∑ m ∈ Sᶜ, f n m := by
  have hd : ∀ n, f n n = 0 := fun n => by linarith [hf n n]
  have h1 : ∀ n, ∑ m ∈ univ.erase n, f n m = ∑ m ∈ S, f n m + ∑ m ∈ Sᶜ, f n m := fun n => by
    rw [Finset.sum_erase _ (hd n), Finset.sum_add_sum_compl]
  -- inside the set the double sum equals its own negative
  have h2 : ∑ n ∈ S, ∑ m ∈ S, f n m = -∑ n ∈ S, ∑ m ∈ S, f n m := by
    calc ∑ n ∈ S, ∑ m ∈ S, f n m = ∑ n ∈ S, ∑ m ∈ S, f m n := Finset.sum_comm
      _ = -∑ n ∈ S, ∑ m ∈ S, f n m := by
        simp only [← Finset.sum_neg_distrib]
        exact Finset.sum_congr rfl fun n _ => Finset.sum_congr rfl fun m _ => hf n m
  have h0 : ∑ n ∈ S, ∑ m ∈ S, f n m = 0 := by linarith
  rw [Finset.sum_congr rfl fun n _ => h1 n, Finset.sum_add_distrib, h0, zero_add]
```

## The perturbation sum solves the Sternheimer equation

Write a_m = ⟨u_m, A u_n⟩. The sum x_n contains no u_n, so the gauge condition holds by orthogonality. Completeness gives

A u_n = a_n u_n + Σ_{m≠n} a_m u_m,

which is `h1`. For each m ≠ n,

E_m a_m/(E_n − E_m) + a_m = E_n a_m/(E_n − E_m),

and summing these coefficients times u_m gives `h2`:

H x_n + Σ_{m≠n} a_m u_m = E_n x_n.

Adding the two identities yields the Sternheimer equation. Distinct energies make every denominator nonzero. The responses assumed in the later theorems therefore always exist.

```lean
/-- For an eigenbasis with distinct energies, the perturbation sum solves the Sternheimer
equation in the parallel gauge. -/
theorem firstOrderState_isBandResponse {H : V →ₗ[ℂ] V} (A : V →ₗ[ℂ] V)
    (u : OrthonormalBasis ι ℂ V) {E : ι → ℝ} (hu : ∀ m, H (u m) = (E m : ℂ) • u m)
    (hE : Function.Injective E) (n : ι) :
    IsBandResponse H A u E n (firstOrderState A u E n) := by
  constructor
  · unfold firstOrderState
    rw [inner_sum]
    refine Finset.sum_eq_zero fun m hm => ?_
    have h : ⟪u n, u m⟫_ℂ = 0 := u.orthonormal.2 (Finset.ne_of_mem_erase hm).symm
    rw [inner_smul_right, h, mul_zero]
  · -- expand the perturbed state in the eigenbasis and compare coefficients
    have h1 : A (u n) = ⟪u n, A (u n)⟫_ℂ • u n + ∑ m ∈ univ.erase n, ⟪u m, A (u n)⟫_ℂ • u m :=
      (u.sum_repr' (A (u n))).symm.trans
        (Finset.add_sum_erase univ (fun m => ⟪u m, A (u n)⟫_ℂ • u m) (mem_univ n)).symm
    have h2 : H (firstOrderState A u E n) + ∑ m ∈ univ.erase n, ⟪u m, A (u n)⟫_ℂ • u m
        = (E n : ℂ) • firstOrderState A u E n := by
      unfold firstOrderState
      rw [map_sum, Finset.smul_sum, ← Finset.sum_add_distrib]
      refine Finset.sum_congr rfl fun m hm => ?_
      have hd : (E n : ℂ) - E m ≠ 0 := sub_ne_zero.mpr fun h =>
        Finset.ne_of_mem_erase hm (hE (Complex.ofReal_injective h)).symm
      rw [map_smul, hu m, smul_smul, smul_smul, ← add_smul]
      congr 1
      linear_combination -(div_mul_cancel₀ ⟪u m, A (u n)⟫_ℂ hd)
    linear_combination (norm := module) h1 + h2
```

## From the geometric curvature to the Kubo formula

Take any response x and project its Sternheimer equation on u_m with m ≠ n. Since H is Hermitian, ⟨u_m, H x⟩ = E_m⟨u_m, x⟩, and the last term vanishes by orthogonality. What remains is

(E_n − E_m)⟨u_m, x⟩ = ⟨u_m, A u_n⟩.

```lean
omit [DecidableEq ι] in
/-- The Sternheimer equation for band `n`, projected on another band `m`: the energy difference
times the component of the response `x` along `u m` equals the matrix element of `A`. -/
theorem response_coefficient {H A : V →ₗ[ℂ] V} (hH : H.IsSymmetric)
    (u : OrthonormalBasis ι ℂ V) {E : ι → ℝ} (hu : ∀ m, H (u m) = (E m : ℂ) • u m)
    {n m : ι} (hmn : m ≠ n) {x : V} (hx : IsBandResponse H A u E n x) :
    ((E n : ℂ) - E m) * ⟪u m, x⟫_ℂ = ⟪u m, A (u n)⟫_ℂ := by
  have h0 : ⟪u m, u n⟫_ℂ = 0 := u.orthonormal.2 hmn
  have h := congrArg (fun v => ⟪u m, v⟫_ℂ) hx.sternheimer
  simp only [inner_add_right, inner_smul_right] at h
  rw [← hH (u m) x, hu m, inner_smul_left, Complex.conj_ofReal, h0] at h
  linear_combination -h
```

Next, insert a complete set of bands:

⟨x, y⟩ = Σ_m ⟨x, u_m⟩⟨u_m, y⟩.

The term m = n vanishes because ⟨u_n, y⟩ = 0. For the others, conjugate the projected equation for x and combine it with the one for y:

⟨u_n, A u_m⟩⟨u_m, B u_n⟩ = (E_n − E_m)² ⟨x, u_m⟩⟨u_m, y⟩.

This is `h2` in the proof. The squared energy difference is real and nonzero, so it can be taken out of the imaginary part and divided away, which gives Ω_n = Σ_{m≠n} Ω_nm.

```lean
/-- For distinct energies the geometric Berry curvature of a band equals the Kubo formula. -/
theorem geometricCurvature_eq_kubo {H A B : V →ₗ[ℂ] V} (hH : H.IsSymmetric)
    (hA : A.IsSymmetric) (u : OrthonormalBasis ι ℂ V) {E : ι → ℝ}
    (hu : ∀ m, H (u m) = (E m : ℂ) • u m) (hE : Function.Injective E) {n : ι} {x y : V}
    (hx : IsBandResponse H A u E n x) (hy : IsBandResponse H B u E n y) :
    geometricCurvature x y = kuboCurvature A B u E n := by
  unfold geometricCurvature kuboCurvature
  -- insert a complete set of bands; band `n` itself drops out by the gauge condition
  rw [← u.sum_inner_mul_inner x y, Complex.im_sum, Finset.mul_sum,
    ← Finset.sum_erase univ (a := n) (by rw [hy.parallel]; simp)]
  refine Finset.sum_congr rfl fun m hm => ?_
  have hmn := Finset.ne_of_mem_erase hm
  have hd : E n - E m ≠ 0 := sub_ne_zero.mpr fun h => hmn (hE h).symm
  have h1 : ((E n : ℂ) - E m) * ⟪x, u m⟫_ℂ = ⟪u n, A (u m)⟫_ℂ := by
    rw [hermitian_element hA (u m) (u n), ← response_coefficient hH u hu hmn hx, map_mul,
      map_sub, Complex.conj_ofReal, Complex.conj_ofReal, inner_conj_symm]
  have h2 : ⟪u n, A (u m)⟫_ℂ * ⟪u m, B (u n)⟫_ℂ
      = (((E n - E m) ^ 2 : ℝ) : ℂ) * (⟪x, u m⟫_ℂ * ⟪u m, y⟫_ℂ) := by
    rw [← h1, ← response_coefficient hH u hu hmn hy]
    push_cast
    ring
  unfold pairCurvature
  rw [h2, Complex.im_ofReal_mul, eq_div_iff (pow_ne_zero 2 hd)]
  ring
```

## Occupied bands, and then all bands

Summing over a set S of occupied bands and applying the antisymmetry result gives

Σ_{n∈S} Ω_n = Σ_{n∈S} Σ_{m∉S} Ω_nm.

Transitions between two occupied bands cancel from the total.

```lean
/-- The total Berry curvature of a set `S` of occupied bands comes only from pairs of one
occupied and one empty band. -/
theorem occupied_curvature {H A B : V →ₗ[ℂ] V} (hH : H.IsSymmetric)
    (hA : A.IsSymmetric) (hB : B.IsSymmetric) (u : OrthonormalBasis ι ℂ V) {E : ι → ℝ}
    (hu : ∀ m, H (u m) = (E m : ℂ) • u m) (hE : Function.Injective E) {x y : ι → V}
    (hx : ∀ n, IsBandResponse H A u E n (x n)) (hy : ∀ n, IsBandResponse H B u E n (y n))
    (S : Finset ι) :
    ∑ n ∈ S, geometricCurvature (x n) (y n)
      = ∑ n ∈ S, ∑ m ∈ Sᶜ, pairCurvature A B u E n m := by
  rw [Finset.sum_congr rfl fun n _ =>
    geometricCurvature_eq_kubo hH hA u hu hE (hx n) (hy n)]
  exact sum_antisymm _ (pairCurvature_antisymm hA hB u E) S
```

If S contains every band, no empty band is left and the right-hand side is zero.

The final theorem takes Hermitian H, A and B, an orthonormal eigenbasis `u`, energies that are distinct (`Function.Injective E`), and a response to A and to B for every band. It concludes that each geometric curvature equals its Kubo sum, and that the Kubo sums add up to zero. Because Lean sets division by zero to zero, the Kubo terms would cancel even at a degeneracy; distinctness is what ties them to the geometric curvature.

In a non-interacting model whose H(k) is a finite matrix in a basis independent of k, with no degeneracy at the chosen k, the anomalous velocities that a given electric field produces in the bands therefore cancel when all bands are filled. The same cancellation gives a pointwise check on curvatures computed from a tight-binding matrix H(k) and its k-derivatives alone, provided that all bands of the model are included. Wannier interpolation that also uses position matrix elements adds further terms to the curvature, and these need not sum to zero.

```lean
/-- Berry curvature sum rule: for distinct energies the geometric curvature of every band is
given by the Kubo formula, and the curvatures of all bands add up to zero. -/
theorem berry_curvature_sum_rule {H A B : V →ₗ[ℂ] V} (hH : H.IsSymmetric)
    (hA : A.IsSymmetric) (hB : B.IsSymmetric) (u : OrthonormalBasis ι ℂ V) {E : ι → ℝ}
    (hu : ∀ m, H (u m) = (E m : ℂ) • u m) (hE : Function.Injective E) {x y : ι → V}
    (hx : ∀ n, IsBandResponse H A u E n (x n)) (hy : ∀ n, IsBandResponse H B u E n (y n)) :
    (∀ n, geometricCurvature (x n) (y n) = kuboCurvature A B u E n) ∧
      ∑ n, kuboCurvature A B u E n = 0 := by
  have hk := fun n => geometricCurvature_eq_kubo hH hA u hu hE (hx n) (hy n)
  refine ⟨hk, ?_⟩
  rw [← Finset.sum_congr rfl fun n _ => hk n, occupied_curvature hH hA hB u hu hE hx hy]
  simp
```

## Spin one-half: two curvatures that are not zero

The individual curvatures need not vanish. Take spin up and spin down with energies 1 and −1, as for H = σ_z, and let A = σ_x and B = σ_y.

```lean
/-- The operator on two-component spinors given by a 2 × 2 matrix. -/
abbrev spinOp (M : Matrix (Fin 2) (Fin 2) ℂ) :
    EuclideanSpace ℂ (Fin 2) →ₗ[ℂ] EuclideanSpace ℂ (Fin 2) := Matrix.toEuclideanLin M
```

For spin up, numbered 0 in Lean, the product of matrix elements is 1 · i = i and the squared energy difference is 4, so

Ω_0 = −2 · 1/4 = −1/2.

For spin down the product is −i, so Ω_1 = 1/2. In the proof, `hel` identifies the inner products with matrix entries, `e0` and `e1` reduce each sum to its single term, and `norm_num` does the arithmetic.

```lean
/-- The Pauli matrices x and y are Hermitian, and for the spin-up and spin-down states with
energies 1 and -1 they give the Berry curvatures -1/2 and 1/2. -/
theorem spin_half_witness :
    (spinOp !![0, 1; 1, 0]).IsSymmetric ∧ (spinOp !![0, -Complex.I; Complex.I, 0]).IsSymmetric ∧
    kuboCurvature (spinOp !![0, 1; 1, 0]) (spinOp !![0, -Complex.I; Complex.I, 0])
      (EuclideanSpace.basisFun (Fin 2) ℂ) ![1, -1] 0 = -1 / 2 ∧
    kuboCurvature (spinOp !![0, 1; 1, 0]) (spinOp !![0, -Complex.I; Complex.I, 0])
      (EuclideanSpace.basisFun (Fin 2) ℂ) ![1, -1] 1 = 1 / 2 := by
  have hel : ∀ (M : Matrix (Fin 2) (Fin 2) ℂ) (i j : Fin 2),
      ⟪EuclideanSpace.basisFun (Fin 2) ℂ i,
        spinOp M (EuclideanSpace.basisFun (Fin 2) ℂ j)⟫_ℂ = M i j := by
    intro M i j
    rw [EuclideanSpace.basisFun_apply, EuclideanSpace.basisFun_apply,
      EuclideanSpace.inner_single_left, map_one, one_mul]
    change (M.mulVec (EuclideanSpace.single j (1 : ℂ)).ofLp) i = M i j
    simp
  have e0 : (univ.erase 0 : Finset (Fin 2)) = {1} := by decide
  have e1 : (univ.erase 1 : Finset (Fin 2)) = {0} := by decide
  refine ⟨Matrix.isSymmetric_toEuclideanLin_iff.mpr ?_,
    Matrix.isSymmetric_toEuclideanLin_iff.mpr ?_, ?_, ?_⟩
  · ext i j
    fin_cases i <;> fin_cases j <;> simp
  · ext i j
    fin_cases i <;> fin_cases j <;> simp
  · rw [kuboCurvature, e0, Finset.sum_singleton, pairCurvature, hel, hel]
    norm_num
  · rw [kuboCurvature, e1, Finset.sum_singleton, pairCurvature, hel, hel]
    norm_num

end

end BerryCurvatureSumRule
```

```lean
#print axioms BerryCurvatureSumRule.firstOrderState_isBandResponse
#print axioms BerryCurvatureSumRule.berry_curvature_sum_rule
```

```
'BerryCurvatureSumRule.firstOrderState_isBandResponse' depends on axioms: [propext, Classical.choice, Quot.sound]
'BerryCurvatureSumRule.berry_curvature_sum_rule' depends on axioms: [propext, Classical.choice, Quot.sound]
```
